# For the repulsive discrete Gross–Pitaevskii energy, a normalised unit step against the energy-adaptive gradient is inverse iteration

The gradient is described here by what it does, and its formula is then derived. Let \(u\) be a real vector with \(u\cdot u=1\), and let \(A\) be a symmetric positive definite matrix. A vector \(v\) counts as the gradient at \(u\) if it is tangent to the unit sphere there, \(v\cdot u=0\), and if
\[
v\cdot Aw=u\cdot Aw\qquad\text{for every } w \text{ with } w\cdot u=0 .
\]
The right-hand side will turn out to be the slope of the energy along \(w\), and the left-hand side is the inner product of \(v\) and \(w\) in the metric given by \(A\). The metric is called energy-adaptive because \(A\) will be the operator that appears in the derivative of the energy at the current state.

The state has finitely many real components, indexed by `n`. It stands for a single real condensate orbital on a uniform grid, with the grid weight absorbed into the constants. The interaction used below acts at each grid point separately; in a general orthonormal basis it would couple different components.

```lean
import Mathlib

open Matrix

namespace EnergyAdaptiveGradient

noncomputable section

variable {n : Type*} [Fintype n] [DecidableEq n]
```

## Operator, energy and metric

The matrix \(A_0\) holds the kinetic energy and the external potential, and \(g\) is the interaction strength. At the state \(u\) the operator is
\[
A(u)=A_0+g\,\mathrm{diag}(u_i^2).
\]

```lean
/-- The discretised Gross-Pitaevskii operator `A0 + g diag(u_i ^ 2)` at the state `u`. -/
def gpOperator (A0 : Matrix n n ℝ) (g : ℝ) (u : n → ℝ) : Matrix n n ℝ :=
  A0 + diagonal (fun i => g * u i ^ 2)
```

The energy is
\[
E(u)=\tfrac12\,u\cdot A_0u+\tfrac g4\sum_i u_i^4 .
\]
The prefactors are chosen so that its derivative contains \(A(u)\) without further factors. With the particle number contained in \(g\), this \(E\) is half the mean-field energy per particle.

```lean
/-- The discretised Gross-Pitaevskii energy: a quadratic one-particle part and a quartic
interaction. -/
def gpEnergy (A0 : Matrix n n ℝ) (g : ℝ) (u : n → ℝ) : ℝ :=
  1 / 2 * (u ⬝ᵥ A0 *ᵥ u) + g / 4 * ∑ i, u i ^ 4
```

The two conditions on the gradient become a predicate on \(v\). In Lean, `⬝ᵥ` is the dot product and `*ᵥ` applies a matrix to a vector.

```lean
/-- `v` is tangent to the sphere at `u` and represents the linear form `w ↦ ⟨u, A w⟩` on
tangent vectors in the metric `⟨·, A ·⟩`. -/
def IsAdaptiveGradient (A : Matrix n n ℝ) (u v : n → ℝ) : Prop :=
  v ⬝ᵥ u = 0 ∧ ∀ w, w ⬝ᵥ u = 0 → v ⬝ᵥ A *ᵥ w = u ⬝ᵥ A *ᵥ w
```

After a step the state has to be brought back to the sphere, by \(x\mapsto x/\sqrt{x\cdot x}\).

```lean
/-- The vector `x` divided by its Euclidean length, for `x ≠ 0`. -/
def normalized (x : n → ℝ) : n → ℝ := (√(x ⬝ᵥ x))⁻¹ • x
```

## What positive definiteness supplies

For symmetric \(A\), the matrix can be moved across the dot product: \(x\cdot Ay=y\cdot Ax\).

```lean
omit [DecidableEq n] in
private lemma dot_symm {A : Matrix n n ℝ} (h : A.IsSymm) (x y : n → ℝ) :
    x ⬝ᵥ A *ᵥ y = y ⬝ᵥ A *ᵥ x := by
  rw [Matrix.dotProduct_mulVec, ← Matrix.mulVec_transpose, h.eq, dotProduct_comm]
```

Mathlib's `PosDef` includes the Hermitian property, which for real matrices is symmetry.

```lean
omit [Fintype n] [DecidableEq n] in
private lemma symm_of_posDef {A : Matrix n n ℝ} (h : A.PosDef) : A.IsSymm :=
  (Matrix.conjTranspose_eq_transpose_of_trivial A).symm.trans h.isHermitian.eq
```

It also gives \(x\cdot Ax>0\) for \(x\neq0\).

```lean
omit [DecidableEq n] in
private lemma quad_pos {A : Matrix n n ℝ} (h : A.PosDef) {x : n → ℝ} (hx : x ≠ 0) :
    0 < x ⬝ᵥ A *ᵥ x := by
  simpa only [star_trivial] using h.dotProduct_mulVec_pos hx
```

Finally, the determinant is positive, so \(A\) is invertible and \(A(A^{-1}u)=u\).

```lean
private lemma mulVec_inv {A : Matrix n n ℝ} (h : A.PosDef) (u : n → ℝ) :
    A *ᵥ (A⁻¹ *ᵥ u) = u := by
  rw [Matrix.mulVec_mulVec, Matrix.mul_nonsing_inv A h.det_pos.ne'.isUnit, Matrix.one_mulVec]
```

These facts apply to \(A(u)\) when \(A_0\) is positive definite and \(g\ge0\), because
\[
x\cdot A(u)x=x\cdot A_0x+g\sum_i u_i^2x_i^2>0\qquad(x\ne0).
\]
The condition \(g\ge0\) means a repulsive or absent interaction. Positive definiteness of \(A_0\) says that all one-particle energies lie above zero. A constant shift of the potential can arrange this and changes \(E\) on the sphere only by a constant, although it does change the metric and hence the gradient.

```lean
omit [Fintype n] in
/-- For positive definite `A0` and `g ≥ 0` the Gross-Pitaevskii operator is positive definite. -/
theorem gpOperator_posDef {A0 : Matrix n n ℝ} (hA0 : A0.PosDef) {g : ℝ} (hg : 0 ≤ g)
    (u : n → ℝ) : (gpOperator A0 g u).PosDef :=
  hA0.add_posSemidef (Matrix.posSemidef_diagonal_iff.2 fun i => mul_nonneg hg (sq_nonneg (u i)))
```

## The slope of the energy

Along the line \(u+tw\), symmetry of \(A_0\) gives
\[
E(u+tw)=\tfrac12u\cdot A_0u+t\,u\cdot A_0w+\tfrac{t^2}2\,w\cdot A_0w+\tfrac g4\sum_i(u_i+tw_i)^4 .
\]
Differentiating at \(t=0\),
\[
\frac{d}{dt}E(u+tw)\Big|_{t=0}=u\cdot A_0w+g\sum_iu_i^3w_i=u\cdot A(u)w .
\]
This is the linear form that the gradient has to represent.

```lean
/-- For symmetric `A0`, the derivative of the energy at `u` in the direction `w` is `⟨u, A(u) w⟩`.
-/
theorem hasDerivAt_gpEnergy {A0 : Matrix n n ℝ} (h : A0.IsSymm) (g : ℝ) (u w : n → ℝ) :
    HasDerivAt (fun t : ℝ => gpEnergy A0 g (u + t • w)) (u ⬝ᵥ gpOperator A0 g u *ᵥ w) 0 := by
  -- the energy along the line is an explicit polynomial in t
  have hq : (fun t : ℝ => gpEnergy A0 g (u + t • w)) = fun t : ℝ =>
      (1 / 2 * (u ⬝ᵥ A0 *ᵥ u) + t * (u ⬝ᵥ A0 *ᵥ w)) + t ^ 2 * (1 / 2 * (w ⬝ᵥ A0 *ᵥ w))
        + g / 4 * ∑ i, (u i + t * w i) ^ 4 := by
    funext t
    have hs := dot_symm h w u
    simp only [gpEnergy, Matrix.mulVec_add, Matrix.mulVec_smul, dotProduct_add, add_dotProduct,
      smul_dotProduct, dotProduct_smul, smul_eq_mul, Pi.add_apply, Pi.smul_apply]
    linear_combination (t / 2) * hs
  have h4 : HasDerivAt (fun t : ℝ => ∑ i, (u i + t * w i) ^ 4) (∑ i, 4 * u i ^ 3 * w i) 0 := by
    refine HasDerivAt.fun_sum (fun i _ => ?_)
    have h1 : HasDerivAt (fun t : ℝ => u i + t * w i) (w i) 0 := by
      simpa using ((hasDerivAt_id' (0 : ℝ)).mul_const (w i)).const_add (u i)
    exact (h1.fun_pow 4).congr_deriv (by norm_num)
  have hd : u ⬝ᵥ gpOperator A0 g u *ᵥ w
      = u ⬝ᵥ A0 *ᵥ w + g / 4 * ∑ i, 4 * u i ^ 3 * w i := by
    rw [gpOperator, Matrix.add_mulVec, dotProduct_add, Finset.mul_sum]
    congr 1
    simp only [dotProduct, Matrix.mulVec_diagonal]
    exact Finset.sum_congr rfl (fun i _ => by ring)
  rw [hq, hd]
  exact ((((hasDerivAt_id' (0 : ℝ)).mul_const (u ⬝ᵥ A0 *ᵥ w)).const_add _).fun_add
    (((hasDerivAt_id' (0 : ℝ)).fun_pow 2).mul_const _)).fun_add (h4.const_mul (g / 4))
    |>.congr_deriv (by simp)
```

In the proof, `hq` is the expansion along the line, `h4` differentiates the quartic sum term by term, and `hd` splits \(u\cdot A(u)w\) into its two parts.

## The gradient formula

Write \(A=A(u)\) and \(y=A^{-1}u\), so that \(Ay=u\). Since \(u\neq0\), also \(y\neq0\), and therefore
\[
u\cdot y=y\cdot Ay>0 .
\]
The candidate \(v_*=u-y/(u\cdot y)\) is thus well defined. It is tangent, because \(v_*\cdot u=1-1=0\). For tangent \(w\),
\[
v_*\cdot Aw=u\cdot Aw-\frac{y\cdot Aw}{u\cdot y}=u\cdot Aw,
\]
since \(y\cdot Aw=w\cdot Ay=w\cdot u=0\).

If \(v\) is another solution, the difference \(d=v-v_*\) is tangent and may itself be used as the test vector:
\[
d\cdot Ad=v\cdot Ad-v_*\cdot Ad=u\cdot Ad-u\cdot Ad=0 .
\]
Positive definiteness forces \(d=0\). The theorem states that the overlap \(u\cdot A^{-1}u\) is positive and that a vector is the gradient if and only if it equals \(v_*\).

```lean
/-- Let `A0` be positive definite and `g ≥ 0`. At a normalised state `u` the overlap `⟨u, A⁻¹ u⟩` is
positive, and the energy-adaptive gradient is the single vector `u - A⁻¹ u / ⟨u, A⁻¹ u⟩`, where `A =
A0 + g diag(u_i ^ 2)`. -/
theorem isAdaptiveGradient_iff {A0 : Matrix n n ℝ} (hA0 : A0.PosDef) {g : ℝ} (hg : 0 ≤ g)
    {u : n → ℝ} (hu : u ⬝ᵥ u = 1) :
    0 < u ⬝ᵥ (gpOperator A0 g u)⁻¹ *ᵥ u ∧
    ∀ v, IsAdaptiveGradient (gpOperator A0 g u) u v ↔
      v = u - (u ⬝ᵥ (gpOperator A0 g u)⁻¹ *ᵥ u)⁻¹ • ((gpOperator A0 g u)⁻¹ *ᵥ u) := by
  have hA := gpOperator_posDef hA0 hg u
  generalize gpOperator A0 g u = A at hA ⊢
  have hy := mulVec_inv hA u
  generalize A⁻¹ *ᵥ u = y at hy ⊢
  have hy0 : y ≠ 0 := by
    rintro rfl
    rw [Matrix.mulVec_zero] at hy
    rw [← hy, zero_dotProduct] at hu
    exact zero_ne_one hu
  have hpos : 0 < u ⬝ᵥ y := by
    have hp := quad_pos hA hy0
    rwa [hy, dotProduct_comm] at hp
  -- the explicit vector is tangent and represents the energy derivative
  have hex : IsAdaptiveGradient A u (u - (u ⬝ᵥ y)⁻¹ • y) := by
    refine ⟨?_, fun w hw => ?_⟩
    · rw [sub_dotProduct, smul_dotProduct, smul_eq_mul, hu, dotProduct_comm y u,
        inv_mul_cancel₀ hpos.ne', sub_self]
    · rw [sub_dotProduct, smul_dotProduct, dot_symm (symm_of_posDef hA) y w, hy, hw,
        smul_zero, sub_zero]
  refine ⟨hpos, fun v => ⟨fun hv => ?_, fun hv => hv ▸ hex⟩⟩
  -- two solutions differ by a tangent vector of zero length in the metric of A
  by_contra hne
  have hp := quad_pos hA (sub_ne_zero.2 hne)
  have ht : (v - (u - (u ⬝ᵥ y)⁻¹ • y)) ⬝ᵥ u = 0 := by
    rw [sub_dotProduct, hv.1, hex.1, sub_self]
  rw [sub_dotProduct, hv.2 _ ht, hex.2 _ ht, sub_self] at hp
  exact lt_irrefl _ hp
```

The two `generalize` steps forget how \(A\) and \(y\) were built and keep only that \(A\) is positive definite and \(Ay=u\). The statement `hex` is the check of \(v_*\), and the lines after `by_contra` are the uniqueness argument.

Positive definiteness matters even for existence. Take \(g=0\), \(A_0=\mathrm{diag}(1,-1)\) and \(u=(1,1)/\sqrt2\), so that \(u\cdot A_0^{-1}u=0\). The tangent vectors are the multiples of \(w=(1,-1)\). Every \(v=cw\) gives \(v\cdot A_0w=0\), whereas \(u\cdot A_0w=\sqrt2\), so no gradient exists.

The same argument also handles a different metric. If \(M\) is symmetric positive definite and \(v\cdot Mw\) replaces \(v\cdot Aw\) on the left of the defining relation, the unique tangent solution is
\[
v_M=M^{-1}Au-\frac{u\cdot M^{-1}Au}{u\cdot M^{-1}u}\,M^{-1}u .
\]
The choice \(M=A\) returns \(v_*\), and \(M=I\) gives the residual \(Au-(u\cdot Au)u\). This formula and the two-dimensional example rest on the prose alone.

## A unit step leaves only the inverse iterate

For a step length \(\tau\), inserting the formula for \(v\) gives
\[
u-\tau v=(1-\tau)\,u+\frac{\tau}{u\cdot A^{-1}u}\,A^{-1}u .
\]
The step mixes the old state with the inverse iterate.

```lean
/-- Let `A0` be positive definite, `g ≥ 0` and `u` normalised. A gradient step of length `τ` is a
combination of the current state, with weight `1 - τ`, and the inverse iterate `A⁻¹ u`, with weight
`τ / ⟨u, A⁻¹ u⟩`. -/
theorem gradient_step_eq {A0 : Matrix n n ℝ} (hA0 : A0.PosDef) {g : ℝ} (hg : 0 ≤ g)
    {u v : n → ℝ} (hu : u ⬝ᵥ u = 1) (hv : IsAdaptiveGradient (gpOperator A0 g u) u v) (τ : ℝ) :
    u - τ • v = (1 - τ) • u +
      (τ / (u ⬝ᵥ (gpOperator A0 g u)⁻¹ *ᵥ u)) • ((gpOperator A0 g u)⁻¹ *ᵥ u) := by
  rw [((isAdaptiveGradient_iff hA0 hg hu).2 v).1 hv, div_eq_mul_inv]
  module
```

At \(\tau=1\) the old state disappears and \(u-v=c\,y\), with \(c=1/(u\cdot y)>0\). Since \(\sqrt{(cy)\cdot(cy)}=c\sqrt{y\cdot y}\), normalisation removes the factor:
\[
\frac{u-v}{\|u-v\|}=\frac{A(u)^{-1}u}{\|A(u)^{-1}u\|} .
\]
Here \(\|x\|=\sqrt{x\cdot x}\). The sign of \(c\) matters, because a negative factor would leave a minus sign behind.

```lean
/-- Let `A0` be positive definite, `g ≥ 0` and `u` normalised. A unit gradient step followed by
normalisation gives a vector of length one, equal to the normalised inverse iterate `A⁻¹ u`. -/
theorem unit_step_eq_inverse_iteration {A0 : Matrix n n ℝ} (hA0 : A0.PosDef) {g : ℝ}
    (hg : 0 ≤ g) {u v : n → ℝ} (hu : u ⬝ᵥ u = 1)
    (hv : IsAdaptiveGradient (gpOperator A0 g u) u v) :
    normalized (u - v) ⬝ᵥ normalized (u - v) = 1 ∧
    normalized (u - v) = normalized ((gpOperator A0 g u)⁻¹ *ᵥ u) := by
  have hpos := (isAdaptiveGradient_iff hA0 hg hu).1
  have hstep := gradient_step_eq hA0 hg hu hv 1
  rw [one_smul, sub_self, zero_smul, zero_add, one_div] at hstep
  generalize (gpOperator A0 g u)⁻¹ *ᵥ u = y at hpos hstep ⊢
  have hc : 0 < (u ⬝ᵥ y)⁻¹ := inv_pos.2 hpos
  -- normalisation removes the positive factor
  have hn : normalized (u - v) = normalized y := by
    rw [hstep]
    generalize (u ⬝ᵥ y)⁻¹ = c at hc
    have hs : (c • y) ⬝ᵥ (c • y) = c ^ 2 * (y ⬝ᵥ y) := by
      simp only [smul_dotProduct, dotProduct_smul, smul_eq_mul]
      ring
    rw [normalized, normalized, hs, Real.sqrt_mul (sq_nonneg c), Real.sqrt_sq hc.le, mul_inv,
      smul_smul, mul_right_comm, inv_mul_cancel₀ hc.ne', one_mul]
  refine ⟨?_, hn⟩
  have hyy : 0 < y ⬝ᵥ y := by
    have h0 : 0 ≤ y ⬝ᵥ y := Finset.sum_nonneg fun i _ => mul_self_nonneg (y i)
    refine lt_of_le_of_ne h0 fun h => ?_
    rw [dotProduct_self_eq_zero.1 h.symm, dotProduct_zero] at hpos
    exact lt_irrefl _ hpos
  have hr : √(y ⬝ᵥ y) ≠ 0 := (Real.sqrt_pos.2 hyy).ne'
  rw [hn, normalized, smul_dotProduct, dotProduct_smul, smul_eq_mul, smul_eq_mul, ← mul_assoc,
    ← mul_inv, Real.mul_self_sqrt hyy.le, inv_mul_cancel₀ hyy.ne']
```

The proof obtains the equality as `hn` and then shows that the result has length one. For that it needs \(y\cdot y>0\), which follows from \(u\cdot y>0\).

In this finite model with one real orbital, a direct-minimisation step in the energy-adaptive metric therefore costs one linear solve with \(A(u)\). For \(g>0\) the matrix generally changes with the state, so repeated steps are in general not inverse iteration with one fixed matrix. The theorem describes a single step and makes no claim about convergence.

## Where the gradient vanishes

Let \(\mu=u\cdot Au\) and let \(r=Au-\mu u\) be the residual, which satisfies \(r\cdot u=0\). If \(v=0\), the defining relation with \(w=r\) gives
\[
0=u\cdot Ar=r\cdot Au=r\cdot(r+\mu u)=r\cdot r,
\]
so \(Au=\mu u\). Conversely, if \(Au=\mu u\), then
\[
v\cdot Av=u\cdot Av=v\cdot Au=\mu\,v\cdot u=0,
\]
and \(v=0\). The zeros of the gradient are thus the normalised solutions of the nonlinear eigenvalue equation \(A(u)u=\mu u\), excited ones included. The eigenvalue is the chemical potential. For \(g>0\) it exceeds the energy per particle, which is \(2E(u)\) with the prefactors used here: \(\mu=2E(u)+\tfrac g2\sum_iu_i^4\).

```lean
/-- Let `A0` be positive definite and `g ≥ 0`. The gradient vanishes at a normalised state exactly
when the state solves the nonlinear eigenvalue equation `A(u) u = μ u` with `μ = ⟨u, A(u) u⟩`. -/
theorem gradient_eq_zero_iff {A0 : Matrix n n ℝ} (hA0 : A0.PosDef) {g : ℝ} (hg : 0 ≤ g)
    {u v : n → ℝ} (hu : u ⬝ᵥ u = 1) (hv : IsAdaptiveGradient (gpOperator A0 g u) u v) :
    v = 0 ↔ gpOperator A0 g u *ᵥ u = (u ⬝ᵥ gpOperator A0 g u *ᵥ u) • u := by
  have hA := gpOperator_posDef hA0 hg u
  generalize gpOperator A0 g u = A at hA hv ⊢
  constructor
  · rintro rfl
    -- the residual is tangent; as the gradient is zero, the residual is orthogonal to itself
    have ht : (A *ᵥ u - (u ⬝ᵥ A *ᵥ u) • u) ⬝ᵥ u = 0 := by
      rw [sub_dotProduct, smul_dotProduct, hu, smul_eq_mul, mul_one, dotProduct_comm, sub_self]
    have h0 := hv.2 _ ht
    rw [zero_dotProduct, dot_symm (symm_of_posDef hA)] at h0
    refine sub_eq_zero.1 (dotProduct_self_eq_zero.1 ?_)
    rw [dotProduct_sub, dotProduct_smul, ht, smul_zero, sub_zero]
    exact h0.symm
  · intro he
    by_contra hne
    have hp := quad_pos hA hne
    rw [hv.2 v hv.1, dot_symm (symm_of_posDef hA), he, dotProduct_smul, hv.1, smul_zero] at hp
    exact lt_irrefl _ hp
```

The two branches after `constructor` are these two directions, with `ht` recording that the residual is tangent.

## The direction is downhill

Set \(w=-v\) in the slope formula, then use the defining relation with \(v\) itself as the test vector:
\[
\frac{d}{dt}E(u-tv)\Big|_{t=0}=-u\cdot A(u)v=-v\cdot A(u)v .
\]
This is strictly negative unless \(v=0\). The derivative is taken along the straight line. For normalised \(u\), returning to the sphere does not alter it, because \(\|u-tv\|^2=1+t^2\|v\|^2\) has no first-order term.

```lean
/-- Let `A0` be positive definite and `g ≥ 0`. Along the negative gradient the energy has initial
slope `-⟨v, A(u) v⟩`, which is strictly negative for a nonzero gradient `v`. -/
theorem energy_descent {A0 : Matrix n n ℝ} (hA0 : A0.PosDef) {g : ℝ} (hg : 0 ≤ g)
    {u v : n → ℝ} (hv : IsAdaptiveGradient (gpOperator A0 g u) u v) :
    HasDerivAt (fun t : ℝ => gpEnergy A0 g (u + t • (-v))) (-(v ⬝ᵥ gpOperator A0 g u *ᵥ v)) 0 ∧
    (v ≠ 0 → -(v ⬝ᵥ gpOperator A0 g u *ᵥ v) < 0) := by
  refine ⟨(hasDerivAt_gpEnergy (symm_of_posDef hA0) g u (-v)).congr_deriv ?_, fun hne => ?_⟩
  · rw [Matrix.mulVec_neg, dotProduct_neg, hv.2 v hv.1]
  · exact neg_neg_of_pos (quad_pos (gpOperator_posDef hA0 hg u) hne)

end

end EnergyAdaptiveGradient
```

The result concerns the initial slope, so it does not say that a full unit step lowers the energy.

```lean
#print axioms EnergyAdaptiveGradient.unit_step_eq_inverse_iteration
#print axioms EnergyAdaptiveGradient.gradient_eq_zero_iff
#print axioms EnergyAdaptiveGradient.energy_descent
```

```
'EnergyAdaptiveGradient.unit_step_eq_inverse_iteration' depends on axioms: [propext, Classical.choice, Quot.sound]
'EnergyAdaptiveGradient.gradient_eq_zero_iff' depends on axioms: [propext, Classical.choice, Quot.sound]
'EnergyAdaptiveGradient.energy_descent' depends on axioms: [propext, Classical.choice, Quot.sound]
```
